# The squared spin-orbital occupations of an N-electron state sum to at most N, with equality only for a single determinant of the chosen spin orbitals

Occupation numbers do not in general identify a wavefunction. Put two electrons in four orthonormal spin orbitals: the states \((|12\rangle+|34\rangle)/\sqrt2\) and \((|13\rangle+|24\rangle)/\sqrt2\) are different, yet every occupation is \(1/2\) in both. If this ambiguity persisted when all occupations are 0 or 1, a list of integers could conceal a correlated state, and \(\sum_i n_i^2=N\) would be no evidence for a single determinant. For a normalised state of fixed particle number it does not persist.

## Amplitudes on sets of occupied orbitals

Let \(\iota\) be a finite set of orthonormal spin orbitals. A determinant is labelled by the set \(S\subseteq\iota\) of its occupied orbitals.

```lean
import Mathlib

open Finset

namespace OccupationIdempotency

noncomputable section

variable {ι : Type*} [Fintype ι] [DecidableEq ι]
```

The state has complex amplitudes \(c_S\), with \(c_S=0\) unless \(|S|=N\), and

\[ \sum_S |c_S|^2=1 . \]

```lean
/-- A normalised configuration-interaction vector of `N` electrons: `c S` is the amplitude of the
determinant in which the spin orbitals of `S` are occupied. -/
structure IsCIVector (N : ℕ) (c : Finset ι → ℂ) : Prop where
  card_eq : ∀ S, c S ≠ 0 → S.card = N
  normalized : ∑ S, ‖c S‖ ^ 2 = 1
```

In Lean, `c` is a function on all finite subsets of `ι`. The field `card_eq` fixes the particle number and `normalized` fixes the norm. Normalisation is essential: for \(N=1\) and two orbitals, the amplitudes \(c_{\{1\}}=c_{\{2\}}=1\) give occupations 1 and 1. These are integers, but there are two determinants and \(\sum_i n_i^2=2>N\).

The occupation of orbital \(i\) is the total weight of the determinants that contain it:

\[ n_i=\sum_{S\ni i}|c_S|^2 . \]

```lean
/-- The occupation number of spin orbital `i`: the total weight of the determinants
containing `i`. -/
def occ (c : Finset ι → ℂ) (i : ι) : ℝ := ∑ S with i ∈ S, ‖c S‖ ^ 2
```

This `occ c i` is the diagonal element of the one-particle density matrix in the given basis. If the orbitals are natural orbitals, these elements are the natural occupation numbers, but that is not assumed. The basis therefore matters: one electron in \((\varphi_1+\varphi_2)/\sqrt2\) has \(n_1=n_2=1/2\), although it is a single determinant of a rotated orbital.

An alternative model would start from an antisymmetric wavefunction and take the eigenvalues of its full density matrix as the \(n_i\). Equality would then characterise determinants of any orthonormal orbitals, at the price of handling fermionic signs and off-diagonal elements.

A two-determinant state, with amplitude \(a\) on \(S\) and \(b\) on \(T\), will serve as an example.

```lean
/-- For `S ≠ T`, the superposition of the determinants `S` and `T` with amplitudes `a` and `b`. (For
`S = T` the amplitude is `a`.) -/
def twoDet (S T : Finset ι) (a b : ℂ) : Finset ι → ℂ :=
  fun U => if U = S then a else if U = T then b else 0
```

## Occupations between 0 and 1 that sum to N

With \(\chi_S(i)=1\) if \(i\in S\) and 0 otherwise, the occupation is a mean over determinants:

\[ n_i=\sum_S|c_S|^2\chi_S(i). \]

```lean
/-- An occupation number is the sum over all determinants, with weights `‖c S‖ ^ 2`, of the
indicator that the orbital is occupied. -/
lemma occ_eq (c : Finset ι → ℂ) (i : ι) :
    occ c i = ∑ S, ‖c S‖ ^ 2 * (if i ∈ S then (1 : ℝ) else 0) := by
  simp [occ, Finset.sum_filter]
```

All terms in \(n_i\) are non-negative, and they form part of a sum equal to 1. Hence \(0\le n_i\le1\).

```lean
/-- Every occupation number of a normalised `N`-electron state lies between 0 and 1. -/
theorem occ_bounds {N : ℕ} {c : Finset ι → ℂ} (h : IsCIVector N c) (i : ι) :
    0 ≤ occ c i ∧ occ c i ≤ 1 := by
  refine ⟨Finset.sum_nonneg fun S _ => by positivity, ?_⟩
  rw [← h.normalized]
  exact Finset.sum_le_sum_of_subset_of_nonneg (Finset.filter_subset _ _)
    fun S _ _ => by positivity
```

Exchanging the order of summation counts the electrons in each determinant:

\[ \sum_i n_i=\sum_S|c_S|^2\sum_i\chi_S(i)=\sum_S|c_S|^2|S|=N . \]

```lean
/-- The occupation numbers add up to the number of electrons. -/
theorem sum_occ {N : ℕ} {c : Finset ι → ℂ} (h : IsCIVector N c) :
    ∑ i, occ c i = N := by
  simp only [occ_eq]
  refine Finset.sum_comm.trans ?_
  -- each determinant contributes its weight times its number of electrons
  have key : ∀ S : Finset ι,
      ∑ i, ‖c S‖ ^ 2 * (if i ∈ S then (1 : ℝ) else 0) = ‖c S‖ ^ 2 * N := by
    intro S
    rw [← Finset.mul_sum]
    by_cases hS : c S = 0
    · simp [hS]
    · rw [← h.card_eq S hS]
      simp
  rw [Finset.sum_congr rfl fun S _ => key S, ← Finset.sum_mul, h.normalized, one_mul]
```

The auxiliary statement `key` treats one determinant at a time. If \(c_S=0\), both sides vanish; otherwise `card_eq` replaces \(|S|\) by \(N\).

## The idempotency defect as a mean excitation rank

We call \(N-\sum_i n_i^2\) the idempotency defect. It involves only the diagonal elements of the density matrix in the chosen basis, so it can be positive even when the full matrix is idempotent: it is \(1/2\) for the electron in \((\varphi_1+\varphi_2)/\sqrt2\) above. Subtracting the squares from \(\sum_i n_i=N\) gives

\[ N-\sum_i n_i^2=\sum_i n_i(1-n_i). \]

```lean
/-- The idempotency defect `N - ∑ nᵢ²` is the sum of `nᵢ (1 - nᵢ)` over the spin orbitals. -/
theorem defect_eq_sum {N : ℕ} {c : Finset ι → ℂ} (h : IsCIVector N c) :
    (N : ℝ) - ∑ i, occ c i ^ 2 = ∑ i, occ c i * (1 - occ c i) := by
  rw [← sum_occ h, ← Finset.sum_sub_distrib]
  exact Finset.sum_congr rfl fun i _ => by ring
```

By normalisation, \(1-n_i=\sum_T|c_T|^2(1-\chi_T(i))\). Multiplying the two expansions and summing over \(i\) first yields

\[ N-\sum_i n_i^2=\sum_{S,T}|c_S|^2|c_T|^2\sum_i\chi_S(i)(1-\chi_T(i))
=\sum_{S,T}|c_S|^2|c_T|^2\,|S\setminus T| . \]

The inner sum counts the orbitals occupied in \(S\) and empty in \(T\).

```lean
/-- The idempotency defect is the mean number of orbitals by which two determinants differ, when
both are drawn independently with the weights `|c_S|²`. -/
theorem defect_eq_excitation {N : ℕ} {c : Finset ι → ℂ} (h : IsCIVector N c) :
    (N : ℝ) - ∑ i, occ c i ^ 2 =
      ∑ S, ∑ T, ‖c S‖ ^ 2 * ‖c T‖ ^ 2 * ((S \ T).card : ℝ) := by
  have hcard : ∀ S T : Finset ι, ((S \ T).card : ℝ) =
      ∑ i, (if i ∈ S then (1 : ℝ) else 0) * (1 - if i ∈ T then (1 : ℝ) else 0) := by
    intro S T
    have h0 : ∀ U : Finset ι, (U.card : ℝ) = ∑ i, if i ∈ U then (1 : ℝ) else 0 := by
      intro U
      simp
    rw [h0 (S \ T)]
    refine Finset.sum_congr rfl fun i _ => ?_
    by_cases h1 : i ∈ S <;> by_cases h2 : i ∈ T <;> simp [h1, h2]
  -- the hole number is the weight of the determinants lacking the orbital
  have hole : ∀ i, 1 - occ c i =
      ∑ T, ‖c T‖ ^ 2 * (1 - if i ∈ T then (1 : ℝ) else 0) := by
    intro i
    simp only [mul_sub, mul_one, Finset.sum_sub_distrib, h.normalized, occ_eq]
  calc (N : ℝ) - ∑ i, occ c i ^ 2 = ∑ i, occ c i * (1 - occ c i) := defect_eq_sum h
    _ = ∑ i, ∑ S, ∑ T, (‖c S‖ ^ 2 * (if i ∈ S then (1 : ℝ) else 0)) *
          (‖c T‖ ^ 2 * (1 - if i ∈ T then (1 : ℝ) else 0)) := by
        refine Finset.sum_congr rfl fun i _ => ?_
        rw [hole i, occ_eq, Finset.sum_mul_sum]
    _ = ∑ S, ∑ T, ∑ i, (‖c S‖ ^ 2 * (if i ∈ S then (1 : ℝ) else 0)) *
          (‖c T‖ ^ 2 * (1 - if i ∈ T then (1 : ℝ) else 0)) := by
        refine Finset.sum_comm.trans ?_
        exact Finset.sum_congr rfl fun S _ => Finset.sum_comm
    _ = _ := by
        refine Finset.sum_congr rfl fun S _ => Finset.sum_congr rfl fun T _ => ?_
        rw [hcard, Finset.mul_sum]
        exact Finset.sum_congr rfl fun i _ => by ring
```

Here `hcard` is the counting identity and `hole` expands \(1-n_i\). The `calc` block then follows the displayed calculation, with `Finset.sum_comm` moving the orbital sum inside. For determinants with non-zero amplitude, \(|S\setminus T|\) is the excitation rank between them.

If \(|S|=|T|\) and \(S\ne T\), then \(S\) cannot be contained in \(T\), so \(|S\setminus T|\ge1\).

```lean
omit [Fintype ι] in
/-- If two different determinants have equally many electrons, at least one orbital is occupied in
the first and empty in the second. -/
lemma one_le_excitation {S T : Finset ι} (hc : S.card = T.card) (hne : S ≠ T) :
    1 ≤ (S \ T).card :=
  Finset.card_pos.mpr (Finset.sdiff_nonempty.mpr fun hsub =>
    hne (Finset.eq_of_subset_of_card_le hsub hc.ge))
```

Squaring the normalisation condition and removing the diagonal terms gives a lower bound on the defect:

\[ 1-\sum_S|c_S|^4=\sum_{S\ne T}|c_S|^2|c_T|^2
\le\sum_{S,T}|c_S|^2|c_T|^2|S\setminus T|=N-\sum_i n_i^2 . \]

```lean
/-- The idempotency defect is at least `1 - ∑ |c_S|⁴`. -/
theorem participation_le_defect {N : ℕ} {c : Finset ι → ℂ} (h : IsCIVector N c) :
    1 - ∑ S, ‖c S‖ ^ 4 ≤ (N : ℝ) - ∑ i, occ c i ^ 2 := by
  rw [defect_eq_excitation h]
  have e : 1 - ∑ S, ‖c S‖ ^ 4 = ∑ S, (‖c S‖ ^ 2 - ‖c S‖ ^ 4) := by
    rw [Finset.sum_sub_distrib, h.normalized]
  rw [e]
  refine Finset.sum_le_sum fun S _ => ?_
  have e2 : ‖c S‖ ^ 2 - ‖c S‖ ^ 4 =
      ∑ T, (‖c S‖ ^ 2 * ‖c T‖ ^ 2 - if S = T then ‖c S‖ ^ 2 * ‖c T‖ ^ 2 else 0) := by
    rw [Finset.sum_sub_distrib, ← Finset.mul_sum, h.normalized, Finset.sum_ite_eq,
      if_pos (Finset.mem_univ S)]
    ring
  rw [e2]
  refine Finset.sum_le_sum fun T _ => ?_
  by_cases hST : S = T
  · simp [hST]
  by_cases hS : c S = 0
  · simp [hS]
  by_cases hT : c T = 0
  · simp [hT]
  have h1 : (1 : ℝ) ≤ ((S \ T).card : ℝ) := by
    exact_mod_cast one_le_excitation ((h.card_eq S hS).trans (h.card_eq T hT).symm) hST
  rw [if_neg hST, sub_zero]
  exact le_mul_of_one_le_right (by positivity) h1
```

Lean compares the double sums term by term. The cases \(S=T\), \(c_S=0\) and \(c_T=0\) are immediate; in the remaining case the previous lemma applies.

## Equality and the single determinant

Since \(0\le n_i\le1\), every term \(n_i(1-n_i)\) is non-negative, and so \(\sum_i n_i^2\le N\). Equality makes each term zero, which means \(n_i=0\) or \(n_i=1\). Conversely, such occupations make the defect vanish.

For the determinants, normalisation supplies some \(S\) with \(c_S\ne0\). If a different \(T\) also had \(c_T\ne0\), the double sum would contain

\[ |c_T|^2|c_S|^2|T\setminus S|>0, \]

so equality would fail. If only one determinant is present, the only pair with non-zero weight has \(|S\setminus S|=0\), and equality holds.

```lean
/-- For an `N`-electron state the squared occupation numbers sum to at most `N`, with equality
exactly when all occupations are 0 or 1, and exactly when the state is a single determinant. -/
theorem sum_occ_sq_le_and_eq_iff {N : ℕ} {c : Finset ι → ℂ} (h : IsCIVector N c) :
    ∑ i, occ c i ^ 2 ≤ N ∧
    (∑ i, occ c i ^ 2 = N ↔ ∀ i, occ c i = 0 ∨ occ c i = 1) ∧
    (∑ i, occ c i ^ 2 = N ↔ ∃! S, c S ≠ 0) := by
  have hd := defect_eq_sum h
  have hx := defect_eq_excitation h
  have hnn : ∀ i ∈ (Finset.univ : Finset ι), 0 ≤ occ c i * (1 - occ c i) := fun i _ =>
    mul_nonneg (occ_bounds h i).1 (sub_nonneg.mpr (occ_bounds h i).2)
  refine ⟨by linarith [Finset.sum_nonneg hnn], ⟨fun he i => ?_, fun ho => ?_⟩,
    ⟨fun he => ?_, ?_⟩⟩
  · -- a vanishing sum of non-negative terms vanishes term by term
    have hz : ∑ i, occ c i * (1 - occ c i) = 0 := by linarith
    have hi := (Finset.sum_eq_zero_iff_of_nonneg hnn).mp hz i (Finset.mem_univ i)
    rcases mul_eq_zero.mp hi with h0 | h1
    · exact Or.inl h0
    · exact Or.inr (by linarith)
  · have hz : ∑ i, occ c i * (1 - occ c i) = 0 :=
      Finset.sum_eq_zero fun i _ => by rcases ho i with h0 | h0 <;> simp [h0]
    linarith
  · obtain ⟨S, hS⟩ : ∃ S, c S ≠ 0 := by
      by_contra! hz
      have h1 := h.normalized
      simp [hz] at h1
    refine ⟨S, hS, fun T hT => ?_⟩
    by_contra hne
    -- a second determinant would make the mean excitation number positive
    have hz : ∑ S, ∑ T, ‖c S‖ ^ 2 * ‖c T‖ ^ 2 * ((S \ T).card : ℝ) = 0 := by linarith
    have hrow := (Finset.sum_eq_zero_iff_of_nonneg (fun U _ =>
      Finset.sum_nonneg fun V _ => by positivity)).mp hz T (Finset.mem_univ T)
    have hterm := (Finset.sum_eq_zero_iff_of_nonneg (fun V _ => by positivity)).mp
      hrow S (Finset.mem_univ S)
    have h1 : (0 : ℝ) < ((T \ S).card : ℝ) := by
      exact_mod_cast one_le_excitation ((h.card_eq T hT).trans (h.card_eq S hS).symm) hne
    have h2 : 0 < ‖c T‖ := norm_pos_iff.mpr hT
    have h3 : 0 < ‖c S‖ := norm_pos_iff.mpr hS
    have h4 : 0 < ‖c T‖ ^ 2 * ‖c S‖ ^ 2 * ((T \ S).card : ℝ) := by positivity
    exact h4.ne' hterm
  · rintro ⟨S, _, huniq⟩
    have hz : ∑ S, ∑ T, ‖c S‖ ^ 2 * ‖c T‖ ^ 2 * ((S \ T).card : ℝ) = 0 := by
      refine Finset.sum_eq_zero fun U _ => Finset.sum_eq_zero fun V _ => ?_
      by_cases hU : c U = 0
      · simp [hU]
      by_cases hV : c V = 0
      · simp [hV]
      simp [huniq U hU, huniq V hV]
    linarith
```

The theorem states the inequality and two equivalences; `∃! S, c S ≠ 0` says that exactly one amplitude is non-zero. `Finset.sum_eq_zero_iff_of_nonneg` performs the step from a vanishing sum to vanishing terms, once for the orbital sum and twice for the double sum.

For a pure state of fixed particle number in a finite orbital basis, this supports reading \(\sum_i n_i(1-n_i)\) as a measure of departure from a single determinant of those orbitals.

## Two determinants

Let \(S\ne T\) both have \(N\) elements and let \(|a|^2+|b|^2=1\). The pairs \((S,S)\) and \((T,T)\) contribute nothing. The two mixed pairs contribute equally because \(|T\setminus S|=|S\setminus T|\), so

\[ N-\sum_i n_i^2=2|a|^2|b|^2\,|S\setminus T| . \]

At equal weights, a single excitation gives a defect of \(1/2\) and a double excitation gives 1.

```lean
/-- A normalised superposition of two different `N`-electron determinants is a CI vector with
idempotency defect `2 |a|² |b|²` times the number of orbitals of `S` missing in `T`. -/
theorem twoDet_defect {N : ℕ} {S T : Finset ι} {a b : ℂ} (hS : S.card = N) (hT : T.card = N)
    (hne : S ≠ T) (hab : ‖a‖ ^ 2 + ‖b‖ ^ 2 = 1) :
    IsCIVector N (twoDet S T a b) ∧
    (N : ℝ) - ∑ i, occ (twoDet S T a b) i ^ 2 =
      2 * ‖a‖ ^ 2 * ‖b‖ ^ 2 * ((S \ T).card : ℝ) := by
  -- weighted sums reduce to the two determinants present
  have key : ∀ f : Finset ι → ℝ,
      ∑ U, ‖twoDet S T a b U‖ ^ 2 * f U = ‖a‖ ^ 2 * f S + ‖b‖ ^ 2 * f T := by
    intro f
    have hU : ∀ U, ‖twoDet S T a b U‖ ^ 2 * f U =
        (if U = S then ‖a‖ ^ 2 * f S else 0) + (if U = T then ‖b‖ ^ 2 * f T else 0) := by
      intro U
      by_cases h1 : U = S
      · simp [twoDet, h1, hne]
      · by_cases h2 : U = T
        · simp [twoDet, h2, hne.symm]
        · simp [twoDet, h1, h2]
    rw [Finset.sum_congr rfl fun U _ => hU U, Finset.sum_add_distrib]
    simp
  have hci : IsCIVector N (twoDet S T a b) := by
    refine ⟨fun U hU => ?_, ?_⟩
    · by_cases h1 : U = S
      · rw [h1, hS]
      · by_cases h2 : U = T
        · rw [h2, hT]
        · exact absurd (by simp [twoDet, h1, h2]) hU
    · have k := key (fun _ => 1)
      simpa only [mul_one, hab] using k
  refine ⟨hci, ?_⟩
  rw [defect_eq_excitation hci]
  have inner_sum : ∀ U, ∑ V, ‖twoDet S T a b U‖ ^ 2 * ‖twoDet S T a b V‖ ^ 2 *
      ((U \ V).card : ℝ) = ‖twoDet S T a b U‖ ^ 2 *
        (‖a‖ ^ 2 * ((U \ S).card : ℝ) + ‖b‖ ^ 2 * ((U \ T).card : ℝ)) := by
    intro U
    have k : ∑ V, ‖twoDet S T a b V‖ ^ 2 * ((U \ V).card : ℝ) =
        ‖a‖ ^ 2 * ((U \ S).card : ℝ) + ‖b‖ ^ 2 * ((U \ T).card : ℝ) :=
      key (fun V => ((U \ V).card : ℝ))
    rw [← k, Finset.mul_sum]
    exact Finset.sum_congr rfl fun V _ => by ring
  rw [Finset.sum_congr rfl fun U _ => inner_sum U]
  refine (key (fun U => ‖a‖ ^ 2 * ((U \ S).card : ℝ) + ‖b‖ ^ 2 * ((U \ T).card : ℝ))).trans ?_
  have e : (T \ S).card = (S \ T).card := Finset.card_sdiff_comm (hT.trans hS.symm)
  simp only [Finset.sdiff_self, Finset.card_empty, Nat.cast_zero, e]
  ring

end

end OccupationIdempotency
```

In this proof `key` reduces any weighted sum over determinants to its values at \(S\) and \(T\). It gives the normalisation, and then evaluates the inner and outer sums of the excitation formula. The theorem also confirms that `twoDet S T a b` satisfies `IsCIVector N`.

```lean
#print axioms OccupationIdempotency.participation_le_defect
#print axioms OccupationIdempotency.sum_occ_sq_le_and_eq_iff
#print axioms OccupationIdempotency.twoDet_defect
```

```
'OccupationIdempotency.participation_le_defect' depends on axioms: [propext, Classical.choice, Quot.sound]
'OccupationIdempotency.sum_occ_sq_le_and_eq_iff' depends on axioms: [propext, Classical.choice, Quot.sound]
'OccupationIdempotency.twoDet_defect' depends on axioms: [propext, Classical.choice, Quot.sound]
```
